# Taylor truncation error of a phase factor exp(iθ) is at most |θ|^K/K!

A phase factor exp(iθ), such as an energy eigenstate acquires under time evolution, can be approximated by the first K terms of its Taylor series, those of order 0 to K − 1. The declaration `norm_expRemainder_le` states that the error has absolute value at most |θ|^K/K!, for every real θ and every natural number K. It concerns a single complex number; no Hamiltonian or state vector appears in it. The attempt follows the remainder along the segment from 0 to iθ and proves by induction on K that at the point t·iθ, with t ≥ 0, it is at most t^K·|θ|^K/K!. Each step uses the fact that the remainder's derivative is the remainder of one order lower, bounds the growth by a mean value inequality, and at the end t is set to 1.

An attempt in Lean 4 with a fault in it:

```lean
import Mathlib

open Complex
open scoped Real

namespace NormExpRemainderLe

noncomputable section

/-- What is left of the exponential after its first `K` Taylor terms are removed. -/
def expRemainder (K : ℕ) (z : ℂ) : ℂ :=
  exp z - ∑ m ∈ Finset.range K, z ^ m / (m.factorial : ℂ)

/-- Removing one more Taylor term lowers the remainder by that term. -/
theorem expRemainder_succ (K : ℕ) (z : ℂ) :
    expRemainder (K + 1) z = expRemainder K z - z ^ K / (K.factorial : ℂ) := by
  simp only [expRemainder, Finset.sum_range_succ]
  ring

/-- The derivative of a Taylor remainder of the exponential is the remainder of one order
lower. -/
theorem hasDerivAt_expRemainder (K : ℕ) (z : ℂ) :
    HasDerivAt (expRemainder (K + 1)) (expRemainder K z) z := by
  induction K with
  | zero =>
    have hf : expRemainder (0 + 1) = fun z => exp z - 1 := by
      funext z
      simp [expRemainder]
    rw [hf]
    exact ((Complex.hasDerivAt_exp z).sub_const 1).congr_deriv (by simp [expRemainder])
  | succ K ih =>
    have hf : expRemainder (K + 1 + 1) =
        fun z => expRemainder (K + 1) z - z ^ (K + 1) / ((K + 1).factorial : ℂ) :=
      funext fun z => expRemainder_succ (K + 1) z
    have e : (((K + 1 : ℕ) : ℂ) * z ^ (K + 1 - 1)) / ((K + 1).factorial : ℂ)
        = z ^ K / (K.factorial : ℂ) := by
      rw [Nat.factorial_succ, Nat.add_sub_cancel, Nat.cast_mul]
      exact mul_div_mul_left _ _ (Nat.cast_ne_zero.mpr (Nat.succ_ne_zero K))
    rw [hf]
    refine (ih.fun_sub ((hasDerivAt_pow (K + 1) z).div_const _)).congr_deriv ?_
    rw [expRemainder_succ K z]
    linear_combination -e

/-- For a pure phase `exp (iθ)`, the error of `K` Taylor terms is at most `|θ|^K / K!`. -/
theorem norm_expRemainder_le (K : ℕ) (θ : ℝ) :
    ‖expRemainder K ((θ : ℂ) * I)‖ ≤ |θ| ^ K / (K.factorial : ℝ) := by
  have hw : ‖(θ : ℂ) * I‖ = |θ| := by simp
  -- follow the remainder along the segment from 0 to iθ
  have key : ∀ K : ℕ, ∀ t : ℝ, 0 ≤ t →
      ‖expRemainder K ((t : ℂ) * ((θ : ℂ) * I))‖ ≤ t ^ K * (|θ| ^ K / (K.factorial : ℝ)) := by
    intro K
    induction K with
    | zero =>
      intro t _
      have h := norm_exp_ofReal_mul_I (t * θ)
      rw [ofReal_mul, mul_assoc] at h
      simp [expRemainder, h]
    | succ K ih =>
      intro t ht
      have hder : ∀ s : ℝ, HasDerivAt
          (fun s : ℝ => expRemainder (K + 1) ((s : ℂ) * ((θ : ℂ) * I)))
          (expRemainder K ((s : ℂ) * ((θ : ℂ) * I)) * ((θ : ℂ) * I)) s := by
        intro s
        have hi : HasDerivAt (fun s : ℝ => (s : ℂ) * ((θ : ℂ) * I)) ((θ : ℂ) * I) s :=
          ((hasDerivAt_id s).ofReal_comp.mul_const ((θ : ℂ) * I)).congr_deriv (by simp)
        exact HasDerivAt.comp s (hasDerivAt_expRemainder K _) hi
      refine image_norm_le_of_norm_deriv_right_le_deriv_boundary (a := 0) (b := t)
        (f := fun s : ℝ => expRemainder (K + 1) ((s : ℂ) * ((θ : ℂ) * I)))
        (B := fun s : ℝ => s ^ (K + 1) * (|θ| ^ (K + 1) / ((K + 1).factorial : ℝ)))
        (fun s _ => (hder s).continuousAt.continuousWithinAt)
        (fun s _ => (hder s).hasDerivWithinAt) ?_
        (fun s => (hasDerivAt_pow (K + 1) s).mul_const _) ?_ ⟨ht, le_rfl⟩
      · simp [expRemainder, Finset.sum_range_succ']
      · intro s hs
        rw [norm_mul, hw]
        refine (mul_le_mul_of_nonneg_right (ih s hs.1) (abs_nonneg θ)).trans (le_of_eq ?_)
        rw [Nat.factorial_succ, Nat.add_sub_cancel]
        push_cast
        field_simp
  simpa using key K 1 zero_le_one

end

end NormExpRemainderLe
```

The error:

```
Main.lean:74:6: error: unsolved goals
case succ.refine_2
K✝ : ℕ
θ : ℝ
hw : ‖↑θ * I‖ = |θ|
K : ℕ
ih : ∀ (t : ℝ), 0 ≤ t → ‖expRemainder K (↑t * (↑θ * I))‖ ≤ t ^ K * (|θ| ^ K / ↑K.factorial)
t : ℝ
ht : 0 ≤ t
hder :
  ∀ (s : ℝ), HasDerivAt (fun s => expRemainder (K + 1) (↑s * (↑θ * I))) (expRemainder K (↑s * (↑θ * I)) * (↑θ * I)) s
s : ℝ
hs : s ∈ Set.Ico 0 t
⊢ s ^ K * |θ| ^ K * |θ| = s ^ K * |θ| ^ (K + 1)
```

Lean accepts the file once it reads:

```diff
@@ -78,4 +78,5 @@
         push_cast
         field_simp
+        ring
   simpa using key K 1 zero_le_one
 
```

Cause. The one error, "unsolved goals", comes from the last part of the induction step, where the bound on the norm of the derivative must be shown equal to the derivative of the bounding function. The analysis is already done there, and what remains is an identity between real expressions. `field_simp` clears the factorials and the factor K + 1, but it does not close the goal. It leaves

`s ^ K * |θ| ^ K * |θ| = s ^ K * |θ| ^ (K + 1)`

The two sides are equal, but the left has `|θ| ^ K * |θ|` as a product where the right has the single power `|θ| ^ (K + 1)`. No tactic follows `field_simp` in that branch, so Lean reports the goal as unsolved.

The repair adds `ring` after `field_simp`. `ring` proves identities of commutative rings, including those with a variable such as `K` in the exponent, so it identifies the two forms and closes the goal.
